# The triangularly damped sum of lattice phases is the nonnegative Fejér kernel

## Why does the damped spectrum stay nonnegative?

When I rebuild a discrete spectrum from finitely many lattice Fourier coefficients, I multiply the coefficient at separation \(j\) by \(1-|j|/N\) before summing over \(|j|<N\). Without that factor the result can go negative: for \(N=2\), a single level of weight 1 at angle 0 gives \(1+2\cos\theta\), which is \(-1\) at \(\theta=\pi\). With the factor, the level should be broadened into

\[
F_N(\theta)=\sum_{|j|<N}\Bigl(1-\frac{|j|}{N}\Bigr)e^{ij\theta}
=\frac{\sin^2(N\theta/2)}{N\sin^2(\theta/2)},
\]

for an integer \(N\ge 1\) and real \(\theta\) with \(\sin(\theta/2)\neq 0\). I would like to see this derived in full and checked in Lean, together with its consequence for a spectrum with nonnegative weights.

## The damped sum is an intensity per site

Take a chain of \(N\) identical sites, each scattering once, with phase \(\theta\) per site. Its amplitude is \(A_N(\theta)=\sum_{k=0}^{N-1}e^{ik\theta}\), and its intensity is a double sum over sites:

\[
|A_N(\theta)|^2=\sum_{a=0}^{N-1}\sum_{b=0}^{N-1}e^{i(a-b)\theta}.
\]

A separation \(j\ge 0\) occurs for \(b=0,\dots,N-1-j\), which is \(N-j\) times. Exchanging \(a\) and \(b\) gives the same count for \(-j\). Hence

\[
|A_N(\theta)|^2=\sum_{|j|<N}(N-|j|)e^{ij\theta}=N\,F_N(\theta),
\]

and \(F_N=|A_N|^2/N\) is real and nonnegative at every angle.

For the closed form, multiply the geometric sum by \(e^{i\theta}-1\):

\[
A_N(\theta)\,(e^{i\theta}-1)=e^{iN\theta}-1 .
\]

For real \(x\),

\[
|e^{ix}-1|^2=(\cos x-1)^2+\sin^2x=2-2\cos x=4\sin^2(x/2).
\]

Taking squared moduli and cancelling the 4 gives \(|A_N|^2\sin^2(\theta/2)=\sin^2(N\theta/2)\). Division by \(N\sin^2(\theta/2)\) gives the formula.

If \(\sin(\theta/2)=0\), then \(e^{i\theta}=1\), all sites scatter in phase, \(A_N=N\), and \(F_N=N^2/N=N\).

For the area, integrate term by term. When \(j\ne0\),

\[
\int_0^{2\pi}e^{ij\theta}\,d\theta=\frac{e^{2\pi ij}-1}{ij}=0,
\]

so only \(j=0\), with damping factor 1, survives and gives \(2\pi\).

Finally, let a spectrum have weights \(w_m\ge0\) at angles \(\varphi_m\), with coefficients \(c_j=\sum_m w_me^{-ij\varphi_m}\). Exchanging two finite sums,

\[
\sum_{|j|<N}\Bigl(1-\frac{|j|}{N}\Bigr)c_je^{ij\theta}
=\sum_m w_mF_N(\theta-\varphi_m)\ge0 .
\]

For a finite, non-interacting tight-binding model with its levels labelled by angles, the density of states broadened in this way therefore never becomes negative.

## Sites, separations and levels in Lean

The sites are `range N`, numbered from 0 to \(N-1\), and the separations are `Ioo (-(N : ℤ)) N`, the integers strictly between \(-N\) and \(N\). `chainAmplitude` is \(A_N\), `fejerKernel` is \(F_N\), and `dampedSum` is the damped sum for arbitrary coefficients `c`. The condition \(N\ge1\) appears as `0 < N`.

The kernel is defined as a complex number. `fejerKernel_closed_form` equates it with a real number regarded as complex, so it also says that the imaginary part vanishes. In `dampedSum_spectrum`, the relation `0 ≤` between complex numbers likewise means zero imaginary part and nonnegative real part.

The levels are indexed by a finite type `ι`, and their angles may coincide. The coefficients carry no factor \(1/(2\pi)\); since the kernel has area \(2\pi\), the damped sum must be divided by \(2\pi\) to give a density in \(\theta\) normalised to the total weight.

The theorems concern a fixed \(N\), one angle variable, a discrete spectrum and exactly known coefficients. Fejér's theorem, on the convergence of such damped sums for continuous functions as \(N\) grows, is a different statement and is not proved here.

```lean
import Mathlib

open Finset
open scoped ComplexOrder

namespace FejerLatticeSum

noncomputable section

/-- The lattice sum of coefficients `c j` over `|j| < N`, damped by the triangular
window `1 - |j|/N`, at angle `θ`; the domain is `N ≥ 1`. -/
def dampedSum (N : ℕ) (c : ℤ → ℂ) (θ : ℝ) : ℂ :=
  ∑ j ∈ Ioo (-(N : ℤ)) N, (1 - ((|j| : ℤ) : ℂ) / N) * c j * Complex.exp (j * θ * Complex.I)

/-- The Fejér kernel: the triangularly damped sum of the phases `exp (i j θ)` over
`|j| < N`; the domain is `N ≥ 1`. -/
def fejerKernel (N : ℕ) (θ : ℝ) : ℂ :=
  ∑ j ∈ Ioo (-(N : ℤ)) N, (1 - ((|j| : ℤ) : ℂ) / N) * Complex.exp (j * θ * Complex.I)

/-- The scattering amplitude of a chain of `N` identical sites with phase `θ` per site. -/
def chainAmplitude (N : ℕ) (θ : ℝ) : ℂ :=
  ∑ k ∈ range N, Complex.exp (k * θ * Complex.I)

/-- A sum over the integers from `-N` to `N` splits into the term at the origin and
pairs of opposite sites. -/
theorem sum_opposite_sites (g : ℤ → ℂ) (N : ℕ) :
    ∑ j ∈ Ioo (-((N : ℤ) + 1)) ((N : ℤ) + 1), g j
      = g 0 + ∑ k ∈ range N, (g ((k : ℤ) + 1) + g (-((k : ℤ) + 1))) := by
  induction N with
  | zero =>
    have h : Ioo (-(((0 : ℕ) : ℤ) + 1)) (((0 : ℕ) : ℤ) + 1) = {0} := by
      ext j
      simp only [mem_Ioo, mem_singleton]
      omega
    rw [h]
    simp
  | succ n ih =>
    have h : Ioo (-(((n + 1 : ℕ) : ℤ) + 1)) (((n + 1 : ℕ) : ℤ) + 1)
        = insert ((n : ℤ) + 1) (insert (-((n : ℤ) + 1))
            (Ioo (-((n : ℤ) + 1)) ((n : ℤ) + 1))) := by
      ext j
      simp only [mem_Ioo, mem_insert]
      omega
    rw [h, sum_insert (by simp only [mem_insert, mem_Ioo]; omega),
      sum_insert (by simp only [mem_Ioo]; omega), ih, sum_range_succ]
    ring

/-- Pair counting on a chain of `N` sites: in a double sum over sites, the separation `j` occurs
`N - |j|` times for `|j| < N`. -/
theorem sum_site_pairs (f : ℤ → ℂ) (N : ℕ) :
    ∑ a ∈ range N, ∑ b ∈ range N, f ((a : ℤ) - (b : ℤ))
      = ∑ j ∈ Ioo (-(N : ℤ)) N, ((N : ℂ) - ((|j| : ℤ) : ℂ)) * f j := by
  -- separations between a new end site and the older sites
  have hrow : ∀ (g : ℤ → ℂ) (m : ℕ),
      ∑ b ∈ range m, g ((m : ℤ) - (b : ℤ)) = ∑ k ∈ range m, g ((k : ℤ) + 1) := by
    intro g m
    induction m with
    | zero => simp
    | succ m ih =>
      rw [sum_range_succ', sum_range_succ, ← ih]
      congr 1
      refine sum_congr rfl fun b _ => ?_
      congr 1
      omega
  induction N with
  | zero => simp
  | succ n ih =>
    -- the window vanishes at separation n, so the range may be enlarged
    have hext : ∑ j ∈ Ioo (-(n : ℤ)) n, ((n : ℂ) - ((|j| : ℤ) : ℂ)) * f j
        = ∑ j ∈ Ioo (-((n : ℤ) + 1)) ((n : ℤ) + 1), ((n : ℂ) - ((|j| : ℤ) : ℂ)) * f j := by
      apply sum_subset
      · intro j hj
        simp only [mem_Ioo] at *
        omega
      · intro j hj hj'
        simp only [mem_Ioo] at hj hj'
        have h : |j| = (n : ℤ) := by
          rcases abs_cases j with h | h <;> omega
        rw [h]
        simp
    have hcol := hrow (fun x => f (-x)) n
    simp only [neg_sub] at hcol
    have hw : ∑ j ∈ Ioo (-((n + 1 : ℕ) : ℤ)) ((n + 1 : ℕ) : ℤ),
          (((n + 1 : ℕ) : ℂ) - ((|j| : ℤ) : ℂ)) * f j
        = ∑ j ∈ Ioo (-((n : ℤ) + 1)) ((n : ℤ) + 1), ((n : ℂ) - ((|j| : ℤ) : ℂ)) * f j
          + ∑ j ∈ Ioo (-((n : ℤ) + 1)) ((n : ℤ) + 1), f j := by
      rw [← sum_add_distrib]
      push_cast
      refine sum_congr rfl fun j _ => ?_
      ring
    rw [hw, sum_opposite_sites f n]
    simp only [sum_range_succ, sum_add_distrib]
    rw [ih, hext, hrow f n, hcol, sub_self (n : ℤ)]
    ring

/-- For `N ≥ 1` the Fejér kernel is the scattered intensity per site of an `N`-site chain. -/
theorem fejerKernel_eq_intensity {N : ℕ} (hN : 0 < N) (θ : ℝ) :
    fejerKernel N θ = ((‖chainAmplitude N θ‖ ^ 2 / N : ℝ) : ℂ) := by
  have hN' : (N : ℂ) ≠ 0 := by exact_mod_cast hN.ne'
  have hp := sum_site_pairs (fun j => Complex.exp ((j : ℂ) * θ * Complex.I)) N
  -- the intensity is a double sum over pairs of sites
  have hS : ((‖chainAmplitude N θ‖ ^ 2 : ℝ) : ℂ) = ∑ a ∈ range N, ∑ b ∈ range N,
      Complex.exp ((((a : ℤ) - (b : ℤ) : ℤ) : ℂ) * θ * Complex.I) := by
    rw [← Complex.normSq_eq_norm_sq, ← Complex.mul_conj, chainAmplitude, map_sum,
      sum_mul_sum]
    refine sum_congr rfl fun a _ => sum_congr rfl fun b _ => ?_
    rw [← Complex.exp_conj, ← Complex.exp_add]
    congr 1
    simp only [map_mul, Complex.conj_I, Complex.conj_ofReal, map_natCast]
    push_cast
    ring
  rw [Complex.ofReal_div, hS.trans hp, Complex.ofReal_natCast, fejerKernel, sum_div]
  refine sum_congr rfl fun j _ => ?_
  rw [one_sub_div hN', div_mul_eq_mul_div]

/-- The squared distance between the phase `exp (i x)` and `1` is `4 sin² (x/2)`. -/
theorem norm_phase_sub_one_sq (x : ℝ) :
    ‖Complex.exp (x * Complex.I) - 1‖ ^ 2 = 4 * Real.sin (x / 2) ^ 2 := by
  rw [Complex.sq_norm, Complex.normSq_apply]
  simp only [Complex.sub_re, Complex.sub_im, Complex.one_re, Complex.one_im,
    Complex.exp_ofReal_mul_I_re, Complex.exp_ofReal_mul_I_im]
  have h := Real.cos_two_mul (x / 2)
  rw [show 2 * (x / 2) = x by ring] at h
  linear_combination Real.sin_sq_add_cos_sq x - 2 * h - 4 * Real.sin_sq_add_cos_sq (x / 2)

/-- **Fejér kernel.** For `N ≥ 1` and `sin (θ/2) ≠ 0`, the triangularly damped phase sum
equals `sin² (N θ/2) / (N sin² (θ/2))`. -/
theorem fejerKernel_closed_form {N : ℕ} (hN : 0 < N) {θ : ℝ} (hθ : Real.sin (θ / 2) ≠ 0) :
    fejerKernel N θ
      = ((Real.sin (N * θ / 2) ^ 2 / (N * Real.sin (θ / 2) ^ 2) : ℝ) : ℂ) := by
  have hN' : (N : ℝ) ≠ 0 := by exact_mod_cast hN.ne'
  -- geometric sum of the site phases
  have hg : chainAmplitude N θ * (Complex.exp (θ * Complex.I) - 1)
      = Complex.exp (((N * θ : ℝ) : ℂ) * Complex.I) - 1 := by
    have h := geom_sum_mul (Complex.exp (θ * Complex.I)) N
    simp only [← Complex.exp_nat_mul] at h
    simp only [chainAmplitude]
    push_cast
    simpa only [mul_assoc] using h
  have hn := congrArg (fun z : ℂ => ‖z‖ ^ 2) hg
  simp only [norm_mul, mul_pow, norm_phase_sub_one_sq] at hn
  have hl : Real.sin (N * θ / 2) ^ 2
      = ‖chainAmplitude N θ‖ ^ 2 * Real.sin (θ / 2) ^ 2 := by linarith
  rw [fejerKernel_eq_intensity hN, hl, mul_div_mul_right _ _ (pow_ne_zero 2 hθ)]

/-- For `N ≥ 1` and `sin (θ/2) = 0`, the Fejér kernel has the value `N`. -/
theorem fejerKernel_peak {N : ℕ} (hN : 0 < N) {θ : ℝ} (hθ : Real.sin (θ / 2) = 0) :
    fejerKernel N θ = N := by
  have hN' : (N : ℝ) ≠ 0 := by exact_mod_cast hN.ne'
  have h := norm_phase_sub_one_sq θ
  rw [hθ, zero_pow two_ne_zero, mul_zero] at h
  have h1 : Complex.exp (θ * Complex.I) = 1 :=
    sub_eq_zero.mp (norm_eq_zero.mp (pow_eq_zero_iff two_ne_zero |>.mp h))
  -- all sites scatter in phase
  have hA : chainAmplitude N θ = N := by
    simp [chainAmplitude, mul_assoc, Complex.exp_nat_mul, h1]
  rw [fejerKernel_eq_intensity hN, hA, Complex.norm_natCast, pow_two,
    mul_div_cancel_right₀ _ hN', Complex.ofReal_natCast]

/-- For `N ≥ 1` the integral of the Fejér kernel over one period is `2π`. -/
theorem integral_fejerKernel {N : ℕ} (hN : 0 < N) :
    ∫ θ in (0 : ℝ)..(2 * Real.pi), fejerKernel N θ = 2 * Real.pi := by
  have hz : ∀ j : ℤ, j ≠ 0 →
      ∫ θ in (0 : ℝ)..(2 * Real.pi), Complex.exp (j * θ * Complex.I) = 0 := by
    intro j hj
    have hc : (j : ℂ) * Complex.I ≠ 0 :=
      mul_ne_zero (by exact_mod_cast hj) Complex.I_ne_zero
    have he : Complex.exp ((j : ℂ) * Complex.I * ((2 * Real.pi : ℝ) : ℂ)) = 1 := by
      rw [← Complex.exp_int_mul_two_pi_mul_I j]
      congr 1
      push_cast
      ring
    simp only [mul_right_comm _ _ Complex.I]
    rw [integral_exp_mul_complex hc, he]
    simp
  simp only [fejerKernel]
  rw [intervalIntegral.integral_finsetSum
    (fun j _ => Continuous.intervalIntegrable (by fun_prop) _ _)]
  simp only [intervalIntegral.integral_const_mul]
  -- only the term at the origin survives
  rw [sum_eq_single (0 : ℤ)]
  · simp
  · intro j _ hj
    rw [hz j hj, mul_zero]
  · intro h
    exact absurd (mem_Ioo.mpr ⟨by omega, by omega⟩) h

/-- For `N ≥ 1`, take finitely many levels with nonnegative weights `w m` at angles `φ m`. The
triangularly damped sum of its lattice Fourier coefficients is the spectrum broadened by the Fejér
kernel, and it is real and nonnegative. -/
theorem dampedSum_spectrum {ι : Type*} [Fintype ι] {N : ℕ} (hN : 0 < N)
    (w φ : ι → ℝ) (hw : ∀ m, 0 ≤ w m) (θ : ℝ) :
    dampedSum N (fun j => ∑ m, (w m : ℂ) * Complex.exp (-(j * φ m * Complex.I))) θ
        = ∑ m, (w m : ℂ) * fejerKernel N (θ - φ m) ∧
      0 ≤ dampedSum N (fun j => ∑ m, (w m : ℂ) * Complex.exp (-(j * φ m * Complex.I))) θ := by
  have h : dampedSum N (fun j => ∑ m, (w m : ℂ) * Complex.exp (-(j * φ m * Complex.I))) θ
      = ∑ m, (w m : ℂ) * fejerKernel N (θ - φ m) := by
    simp only [dampedSum, fejerKernel, mul_sum, sum_mul]
    rw [sum_comm]
    refine sum_congr rfl fun m _ => sum_congr rfl fun j _ => ?_
    have he : Complex.exp (j * ((θ - φ m : ℝ) : ℂ) * Complex.I)
        = Complex.exp (-(j * φ m * Complex.I)) * Complex.exp (j * θ * Complex.I) := by
      rw [← Complex.exp_add]
      congr 1
      push_cast
      ring
    rw [he]
    ring
  refine ⟨h, ?_⟩
  rw [h]
  -- each level contributes a nonnegative weight times an intensity
  refine sum_nonneg fun m _ => ?_
  rw [fejerKernel_eq_intensity hN, ← Complex.ofReal_mul]
  exact Complex.zero_le_real.mpr (mul_nonneg (hw m) (by positivity))

end

end FejerLatticeSum
```

```lean
#print axioms FejerLatticeSum.fejerKernel_closed_form
#print axioms FejerLatticeSum.fejerKernel_peak
#print axioms FejerLatticeSum.integral_fejerKernel
#print axioms FejerLatticeSum.dampedSum_spectrum
```

```
'FejerLatticeSum.fejerKernel_closed_form' depends on axioms: [propext, Classical.choice, Quot.sound]
'FejerLatticeSum.fejerKernel_peak' depends on axioms: [propext, Classical.choice, Quot.sound]
'FejerLatticeSum.integral_fejerKernel' depends on axioms: [propext, Classical.choice, Quot.sound]
'FejerLatticeSum.dampedSum_spectrum' depends on axioms: [propext, Classical.choice, Quot.sound]
```

## Adding one site at a time

`sum_site_pairs` does the pair counting by induction. A new site \(n\), added to sites \(0,\dots,n-1\), contributes its separations from the older sites, their negatives, and one zero separation. Each \(j\) with \(|j|\le n\) thus appears once more, and its count rises from \(n-|j|\) to \(n+1-|j|\). The local statements `hrow` and `hcol` handle the two signs, and `sum_opposite_sites` gathers them into one symmetric sum.

The induction turns on Mathlib's `sum_subset`. It says that a finite sum is unchanged when its range is enlarged by points where the summand is zero. The old sum runs over \(|j|<n\) and the new one over \(|j|\le n\), so the two don't match as they stand. But the old count \(n-|j|\) vanishes at the added points \(j=\pm n\). `hext` uses this to put both sums on the same range, where they can be added term by term.

`fejerKernel_eq_intensity` expands the squared norm as amplitude times conjugate, applies the pair count to phases and divides by \(N\). In `fejerKernel_closed_form`, `geom_sum_mul` supplies the geometric sum in its product form, and `norm_phase_sub_one_sq` evaluates both squared distances from 1. The sine condition enters only in the last cancellation.

`fejerKernel_peak` treats the remaining angles, and `integral_fejerKernel` uses `sum_eq_single` to keep the term \(j=0\). `dampedSum_spectrum` exchanges the sums over \(j\) and \(m\), then applies the intensity formula to each level.

## The quotient at zero angle

Without \(\sin(\theta/2)\ne0\), the closed form already fails at \(N=1\), \(\theta=0\). The kernel has the single term \(j=0\) and equals 1, while the quotient is \(0/0\), which Lean evaluates as 0. The correct value there is the one given by `fejerKernel_peak`.
